# With a density floor, the iso-orbital indicator of a single orbital diverges at a simple node

The theorem `density_floor_artefact` concerns one real, continuously differentiable orbital f on the line, not necessarily normalised, with density n = f² and kinetic energy density τ = f'²/2. The indicator is τ − n'²/(8(n + ε)) divided by n^(5/3), without the constant prefactor of the uniform gas. At a point x₀ with f(x₀) = 0 and f'(x₀) ≠ 0, the theorem says that for every floor ε > 0 the indicator tends to +∞ as x approaches x₀ through other points, while at all points near enough to x₀, other than x₀ itself, the density is positive and the indicator with ε = 0 is zero. For the divergence, the proof shows that the numerator tends to f'(x₀)²/2, which is positive, while the density tends to zero. For the second part it uses that the node is isolated and that without a floor the numerator vanishes wherever f does not.

This version doesn't compile in Lean 4 with Mathlib:

```lean
import Mathlib

open Filter Topology

namespace DensityFloorArtefact

noncomputable section

/-- The density `n = f²` of one real orbital `f` on the line. -/
def density (f : ℝ → ℝ) (x : ℝ) : ℝ := f x ^ 2

/-- The kinetic energy density `τ = f'² / 2` of one real orbital. -/
def tau (f : ℝ → ℝ) (x : ℝ) : ℝ := deriv f x ^ 2 / 2

/-- The excess `τ - n'² / (8 (n + ε))` of the kinetic energy density over the von Weizsäcker
expression with density floor `ε`; its domain is `n + ε ≠ 0`. -/
def excess (ε : ℝ) (f : ℝ → ℝ) (x : ℝ) : ℝ :=
  tau f x - deriv (density f) x ^ 2 / (8 * (density f x + ε))

/-- The iso-orbital indicator with density floor `ε`, without the constant prefactor of the
uniform gas; its domain is `n ≠ 0` and `n + ε ≠ 0`. The exact indicator has `ε = 0`. -/
def alpha (ε : ℝ) (f : ℝ → ℝ) (x : ℝ) : ℝ :=
  excess ε f x / density f x ^ (5 / 3 : ℝ)

/-- Where the orbital is differentiable, the density gradient is `n' = 2 f f'`. -/
theorem deriv_density {f : ℝ → ℝ} {x : ℝ} (hf : DifferentiableAt ℝ f x) :
    deriv (density f) x = 2 * f x * deriv f x := by
  have h : HasDerivAt (density f) (2 * f x * deriv f x) x := by
    have h' := hf.hasDerivAt.fun_pow 2
    refine h'.congr_deriv ?_
    norm_num
  exact h.deriv

/-- For a differentiable orbital and a floor `ε > 0`, the excess equals
`ε f'² / (2 (n + ε))`. -/
theorem excess_eq {ε : ℝ} (hε : 0 < ε) {f : ℝ → ℝ} {x : ℝ}
    (hf : DifferentiableAt ℝ f x) :
    excess ε f x = ε * deriv f x ^ 2 / (2 * (density f x + ε)) := by
  unfold excess tau
  rw [deriv_density hf]
  unfold density
  have h0 : (2 : ℝ) ≠ 0 := by norm_num
  have h8 : 8 * (f x ^ 2 + ε) ≠ 0 := by positivity
  have h2 : 2 * (f x ^ 2 + ε) ≠ 0 := by positivity
  rw [div_sub_div _ _ h0 h8, div_eq_div_iff (mul_ne_zero h0 h8) h2]
  ring

/-- Without a floor, the excess of one differentiable orbital is zero wherever the orbital
does not vanish. -/
theorem excess_zero {f : ℝ → ℝ} {x : ℝ} (hf : DifferentiableAt ℝ f x) (hx : f x ≠ 0) :
    excess 0 f x = 0 := by
  unfold excess tau
  rw [deriv_density hf]
  unfold density
  have h0 : (2 : ℝ) ≠ 0 := by norm_num
  have h8 : 8 * (f x ^ 2 + 0) ≠ 0 := by
    rw [add_zero]
    positivity
  rw [sub_eq_zero, div_eq_div_iff h0 h8]
  ring

/-- At a node of a continuously differentiable orbital, the excess with floor `ε > 0` tends to
`f'(x₀)² / 2`. -/
theorem tendsto_excess {ε : ℝ} (hε : 0 < ε) {f : ℝ → ℝ} (hf : ContDiff ℝ 1 f) {x₀ : ℝ}
    (h0 : f x₀ = 0) : Tendsto (excess ε f) (𝓝 x₀) (𝓝 (deriv f x₀ ^ 2 / 2)) := by
  obtain ⟨hd, hc⟩ := contDiff_one_iff_deriv.1 hf
  have hcont : Continuous fun x => ε * deriv f x ^ 2 / (2 * (f x ^ 2 + ε)) :=
    (continuous_const.mul (hc.pow 2)).div
      (continuous_const.mul ((hd.continuous.pow 2).add continuous_const))
      (fun x => by positivity)
  have hval : ε * deriv f x₀ ^ 2 / (2 * (f x₀ ^ 2 + ε)) = deriv f x₀ ^ 2 / 2 := by
    have h1 : 2 * (f x₀ ^ 2 + ε) ≠ 0 := by positivity
    rw [div_eq_div_iff h1 (by norm_num), h0]
    ring
  have ht := hcont.tendsto x₀
  rw [hval] at ht
  exact ht.congr fun x => (excess_eq hε (hd x)).symm

/-- A quantity with a positive limit, divided by the power `5/3` of a positive density that
tends to zero, tends to infinity. -/
theorem tendsto_div_rpow {β : Type*} {l : Filter β} {u g : β → ℝ} {c : ℝ} (hc : 0 < c)
    (hu : Tendsto u l (𝓝 c)) (hg : Tendsto g l (𝓝 0)) (hpos : ∀ᶠ x in l, 0 < g x) :
    Tendsto (fun x => u x / g x ^ (5 / 3 : ℝ)) l atTop := by
  have h1 : Tendsto (fun x => g x ^ (5 / 3 : ℝ)) l (𝓝 0) := by
    have h := hg.rpow_const (p := (5 / 3 : ℝ)) (Or.inr (by norm_num))
    rwa [Real.zero_rpow (by norm_num)] at h
  have h2 : Tendsto (fun x => g x ^ (5 / 3 : ℝ)) l (𝓝[>] 0) :=
    tendsto_nhdsWithin_iff.2 ⟨h1, hpos.mono fun x hx => Real.rpow_pos_of_pos hx _⟩
  refine (hu.pos_mul_atTop hc (tendsto_inv_nhdsGT_zero.comp h2)).congr fun x => ?_
  exact (div_eq_mul_inv _ _).symm

/-- Density-floor artefact: at a simple node of a continuously differentiable orbital, the
indicator with any floor `ε > 0` tends to infinity, while at all nearby points other than the
node the density is positive and the exact indicator is zero. -/
theorem density_floor_artefact {ε : ℝ} (hε : 0 < ε) {f : ℝ → ℝ} (hf : ContDiff ℝ 1 f)
    {x₀ : ℝ} (h0 : f x₀ = 0) (h1 : deriv f x₀ ≠ 0) :
    Tendsto (alpha ε f) (𝓝[≠] x₀) atTop ∧
      ∀ᶠ x in 𝓝[≠] x₀, 0 < density f x ∧ alpha 0 f x = 0 := by
  obtain ⟨hd, -⟩ := contDiff_one_iff_deriv.1 hf
  -- a simple node is isolated
  have hne : ∀ᶠ x in 𝓝[≠] x₀, f x ≠ 0 := (hd x₀).hasDerivAt.eventually_ne h1
  have hpos : ∀ᶠ x in 𝓝[≠] x₀, 0 < density f x :=
    hne.mono fun x hx => by unfold density; positivity
  have hn : Tendsto (density f) (𝓝 x₀) (𝓝 0) := by
    have h := (hd.continuous.pow 2).tendsto x₀
    rw [h0, zero_pow two_ne_zero] at h
    exact h
  refine ⟨tendsto_div_rpow (by positivity)
    ((tendsto_excess hε hf h0).mono_left nhdsWithin_le_nhds)
    (hn.mono_left nhdsWithin_le_nhds) hpos, ?_⟩
  filter_upwards [hne, hpos] with x hx hp
  exact ⟨hp, by rw [alpha, excess_zero (hd x) hx, zero_div]⟩

end

end DensityFloorArtefact
```

Compiling this gives:

```
Main.lean:106:8: error: Tactic `rewrite` failed: Did not find an occurrence of the pattern
  f x₀
in the target expression
  Tendsto (f ^ 2) (𝓝 x₀) (𝓝 ((f ^ 2) x₀))

ε : ℝ
hε : 0 < ε
f : ℝ → ℝ
hf : ContDiff ℝ 1 f
x₀ : ℝ
h0 : f x₀ = 0
h1 : deriv f x₀ ≠ 0
hd : Differentiable ℝ f
hne : ∀ᶠ (x : ℝ) in 𝓝[≠] x₀, f x ≠ 0
hpos : ∀ᶠ (x : ℝ) in 𝓝[≠] x₀, 0 < density f x
h : Tendsto (f ^ 2) (𝓝 x₀) (𝓝 ((f ^ 2) x₀))
⊢ Tendsto (density f) (𝓝 x₀) (𝓝 0)
```

Cause. The error arises in the step `hn`, which shows that the density tends to zero at the node. Here `hd.continuous.pow 2` was elaborated as continuity of `f ^ 2`, a power of the function itself, so the limit in `h` reads `(f ^ 2) x₀`. By definition this is the same number as `f x₀ ^ 2`, but `rw [h0]` looks for the expression `f x₀` as written, and in `(f ^ 2) x₀` it is `f ^ 2`, not `f`, that is applied to `x₀`. Hence the message that the pattern was not found.

The repair gives `h` an explicit type, with the function written as `fun x => f x ^ 2` and the limit as `f x₀ ^ 2`. Lean accepts the same proof term for it, because the two forms are equal by definition. Now `f x₀` is visible: `h0` turns the limit into `0 ^ 2`, and `zero_pow two_ne_zero` turns that into `0`. The closing `exact h` then works, since `density f` unfolds to the same function.

The change, after which it compiles:

```diff
@@ -103,5 +103,6 @@
     hne.mono fun x hx => by unfold density; positivity
   have hn : Tendsto (density f) (𝓝 x₀) (𝓝 0) := by
-    have h := (hd.continuous.pow 2).tendsto x₀
+    have h : Tendsto (fun x => f x ^ 2) (𝓝 x₀) (𝓝 (f x₀ ^ 2)) :=
+      (hd.continuous.pow 2).tendsto x₀
     rw [h0, zero_pow two_ne_zero] at h
     exact h
```
